# The double-quantum filtered state of two weakly coupled spins 1/2 under ideal pulses

Take two spins 1/2 with operators $I_x, I_y, I_z$ and $S_x, S_y, S_z$ and a scalar coupling $J>0$. Put the first spin on resonance and let the delay be $t=1/(2J)$. Every pulse acts on both spins. Starting from $I_z$, the steps 90°x, delay, 90°x, double-quantum filter, 90°x give

$$I_z\to -I_y\to 2I_xS_z\to -2I_xS_y\to -\tfrac12(2I_xS_y+2I_yS_x)\to -\tfrac12(2I_xS_z+2I_zS_x).$$

The coupling makes antiphase magnetization, the second pulse turns it into a term with double-quantum content, and the last pulse makes it antiphase again, now on both spins. For a general offset $W$ and delay $t$, the final state is multiplied by $\cos(Wt)\sin(\pi Jt)$.

## Evolution as conjugation by exponentials

The general lemmas hold for complex matrices of any finite size. In the code a bare `I` is the imaginary unit; the operators of the first spin are `Ix`, `Iy` and `Iz`.

In Lean 4 with Mathlib:

```lean
import Mathlib

open Complex (I cos sin)
open scoped Real Kronecker

namespace DoubleQuantumFilter

noncomputable section

variable {n : Type*} [Fintype n] [DecidableEq n]
```

Since $X$ commutes with $-X$, the exponents add: $e^{-tX}e^{tX}=e^0=1$.

```lean
/-- Forward and backward propagators generated by the same matrix cancel. -/
theorem exp_cancel (t : ℂ) (X : Matrix n n ℂ) :
    NormedSpace.exp (t • (-X)) * NormedSpace.exp (t • X) = 1 := by
  have hc : Commute (t • (-X)) (t • X) :=
    (((Commute.refl X).neg_left).smul_left t).smul_right t
  have h0 : t • (-X) + t • X = 0 := by module
  rw [← Matrix.exp_add_of_commute _ _ hc, h0, NormedSpace.exp_zero]
```

With $\hbar=1$ and $H$ in angular frequency units, a density operator evolves as $\rho\mapsto e^{-iHt}\rho\,e^{iHt}$. This is linear in $\rho$, so it can be applied to one product operator at a time. Relaxation is absent.

```lean
/-- Evolution of a density operator `ρ` for a time `t` under the Hamiltonian `H`
(in angular frequency units): `ρ ↦ exp(-iHt) ρ exp(iHt)`. -/
def evolve (H : Matrix n n ℂ) (t : ℝ) : Matrix n n ℂ →ₗ[ℂ] Matrix n n ℂ where
  toFun ρ := NormedSpace.exp ((t : ℂ) • (-(I • H))) * ρ * NormedSpace.exp ((t : ℂ) • (I • H))
  map_add' A B := by rw [mul_add, add_mul]
  map_smul' c A := by rw [mul_smul_comm, smul_mul_assoc, RingHom.id_apply]
```

Inserting $1=e^{iHt}e^{-iHt}$ between two factors gives

$$e^{-iHt}AB\,e^{iHt}=(e^{-iHt}Ae^{iHt})(e^{-iHt}Be^{iHt}).$$

```lean
/-- A product of operators evolves factor by factor. -/
theorem evolve_mul (H : Matrix n n ℂ) (t : ℝ) (A B : Matrix n n ℂ) :
    evolve H t (A * B) = evolve H t A * evolve H t B := by
  have h := mul_eq_one_comm.mp (exp_cancel (t : ℂ) (I • H))
  change _ * (A * B) * _ = (_ * A * _) * (_ * B * _)
  simp only [mul_assoc]
  rw [← mul_assoc (NormedSpace.exp ((t : ℂ) • (I • H))), h, one_mul]
```

If $[H,K]=0$, then $e^{-i(H+K)t}=e^{-iHt}e^{-iKt}$. The exponential on the right of $\rho$ factorises likewise, in the opposite order, so $K$ acts first and $H$ second.

```lean
/-- Commuting parts of a Hamiltonian may be applied one after the other. -/
theorem evolve_add_of_commute {H K : Matrix n n ℂ} (h : Commute H K) (t : ℝ)
    (ρ : Matrix n n ℂ) : evolve (H + K) t ρ = evolve H t (evolve K t ρ) := by
  have hs : ∀ a b : ℂ, Commute (a • H) (b • K) := fun a b => (h.smul_left a).smul_right b
  have e1 : (t : ℂ) • (-(I • (H + K))) = (-(t * I)) • H + (-(t * I)) • K := by module
  have e2 : (t : ℂ) • (I • (H + K)) = (t * I) • K + (t * I) • H := by module
  have f1 : ∀ X : Matrix n n ℂ, (t : ℂ) • (-(I • X)) = (-(t * I)) • X := fun X => by module
  have f2 : ∀ X : Matrix n n ℂ, (t : ℂ) • (I • X) = (t * I) • X := fun X => by module
  change NormedSpace.exp _ * ρ * NormedSpace.exp _ =
    NormedSpace.exp _ * (NormedSpace.exp _ * ρ * NormedSpace.exp _) * NormedSpace.exp _
  rw [e1, e2, f1, f1, f2, f2, Matrix.exp_add_of_commute _ _ (hs _ _),
    Matrix.exp_add_of_commute _ _ (hs _ _).symm]
  simp only [mul_assoc]
```

## Two commutators fix a rotation

Suppose $[H,A]=i\omega B$ and $[H,B]=-i\omega A$. Let $M(z)=\cos(\omega z)A+\sin(\omega z)B$ and rotate it back: $G(z)=e^{iHz}M(z)e^{-iHz}$. Then

$$G'(z)=e^{iHz}\left(i[H,M]+M'\right)e^{-iHz},$$

where $i[H,M]=-\omega\cos(\omega z)B+\omega\sin(\omega z)A$ cancels $M'$. So $G(t)=G(0)=A$, and undoing the back-rotation shows that $A$ evolves into $M(t)$.

In the proof, `e1` and `e2` are the two commutators multiplied by $i$, `hd` is the vanishing derivative, and `hG` is $G(t)=A$.

```lean
open scoped Matrix.Norms.Operator in
/-- Rotation rule of the product operator formalism: if `[H, A] = iωB` and `[H, B] = -iωA`,
then `A` evolves into `cos(ωt) A + sin(ωt) B`. -/
theorem rotation {H A B : Matrix n n ℂ} (ω : ℂ) (t : ℝ)
    (hA : H * A - A * H = (I * ω) • B) (hB : H * B - B * H = (-(I * ω)) • A) :
    evolve H t A = cos (ω * t) • A + sin (ω * t) • B := by
  have alg : ∀ e X m m' f : Matrix n n ℂ, X * m + m' - m * X = 0 →
      (e * X * m + e * m') * f + e * m * (-X * f) = 0 := by
    intro e X m m' f h
    have h' : (e * X * m + e * m') * f + e * m * (-X * f)
        = e * (X * m + m' - m * X) * f := by noncomm_ring
    rw [h', h, mul_zero, zero_mul]
  have e1 : I • (H * A - A * H) = (-ω) • B := by
    rw [hA, smul_smul, ← mul_assoc, Complex.I_mul_I, neg_one_mul]
  have e2 : I • (H * B - B * H) = ω • A := by
    rw [hB, smul_smul, mul_neg, ← mul_assoc, Complex.I_mul_I, neg_one_mul, neg_neg]
  -- rotating the claimed result back in time gives something constant
  let G : ℂ → Matrix n n ℂ := fun z => NormedSpace.exp (z • (I • H)) *
    (cos (ω * z) • A + sin (ω * z) • B) * NormedSpace.exp (z • (-(I • H)))
  have hd : ∀ z, HasDerivAt G 0 z := by
    intro z
    have h1 := hasDerivAt_exp_smul_const (I • H) z
    have h2 := hasDerivAt_exp_smul_const' (-(I • H)) z
    have hl : HasDerivAt (fun z : ℂ => ω * z) ω z := by
      simpa using (hasDerivAt_id' z).const_mul ω
    have hm := (hl.ccos.smul_const A).fun_add (hl.csin.smul_const B)
    refine ((h1.fun_mul hm).fun_mul h2).congr_deriv (alg _ _ _ _ _ ?_)
    simp only [mul_add, add_mul, smul_mul_assoc, mul_smul_comm]
    linear_combination (norm := module) cos (ω * z) • e1 + sin (ω * z) • e2
  have hG : G t = A := by
    rw [is_const_of_deriv_eq_zero (fun z => (hd z).differentiableAt)
      (fun z => (hd z).deriv) (t : ℂ) 0]
    simp [G]
  have hc := exp_cancel (t : ℂ) (I • H)
  change NormedSpace.exp _ * A * NormedSpace.exp _ = _
  conv_lhs => rw [← hG]
  simp only [G, mul_assoc]
  rw [hc, mul_one, ← mul_assoc, hc, one_mul]
```

The spin matrices, in the basis α, β, include the factor 1/2.

```lean
/-- The `x` component of a single spin 1/2, in the basis α, β. -/
def sx : Matrix (Fin 2) (Fin 2) ℂ := !![0, 1/2; 1/2, 0]

/-- The `y` component of a single spin 1/2. -/
def sy : Matrix (Fin 2) (Fin 2) ℂ := !![0, -I/2; I/2, 0]

/-- The `z` component of a single spin 1/2. -/
def sz : Matrix (Fin 2) (Fin 2) ℂ := !![1/2, 0; 0, -1/2]
```

They satisfy $[s_z,s_x]=is_y$ and $[s_z,s_y]=-is_x$, which is the rotation rule's pair of hypotheses with $\omega=1$. The check goes entry by entry.

```lean
/-- The spin operators `sz`, `sx`, `sy` satisfy the hypotheses of the rotation rule
with `ω = 1`. -/
theorem rotation_witness :
    sz * sx - sx * sz = (I * 1) • sy ∧ sz * sy - sy * sz = (-(I * 1)) • sx := by
  constructor <;> ext i j <;> fin_cases i <;> fin_cases j <;>
    simp [sx, sy, sz] <;> grind [Complex.I_mul_I]
```

The second commutator is needed. Take $H=s_z$, $A=s_x+s_z$, $B=s_y$ and $\omega=1$. The first condition holds, but $[H,B]=-is_x\neq -iA$. After $t=\pi/2$ the true result is $s_y+s_z$, because $s_z$ does not move, whereas the rule would give $s_y$ alone.

## Two spins, their Hamiltonian and the pulse

States of the pair are labelled by two indices, one for each spin.

```lean
/-- Operators on two spins 1/2, in the product basis. -/
abbrev TwoSpin := Matrix (Fin 2 × Fin 2) (Fin 2 × Fin 2) ℂ
```

An operator on one spin is its matrix times the identity on the other, $I_x=s_x\otimes1$ and $S_x=1\otimes s_x$. Hence $I_xS_z=s_x\otimes s_z$.

```lean
/-- `Ix`, acting on the first spin. -/
def Ix : TwoSpin := sx ⊗ₖ 1

/-- `Iy`, acting on the first spin. -/
def Iy : TwoSpin := sy ⊗ₖ 1

/-- `Iz`, acting on the first spin. -/
def Iz : TwoSpin := sz ⊗ₖ 1

/-- `Sx`, acting on the second spin. -/
def Sx : TwoSpin := 1 ⊗ₖ sx

/-- `Sy`, acting on the second spin. -/
def Sy : TwoSpin := 1 ⊗ₖ sy

/-- `Sz`, acting on the second spin. -/
def Sz : TwoSpin := 1 ⊗ₖ sz
```

The Hamiltonian is

$$H=WI_z+W'S_z+2\pi J\,I_zS_z,$$

with offsets $W,W'$ in angular frequency and $J$ in ordinary frequency. Keeping only $I_zS_z$ of the scalar coupling is the weak-coupling approximation, valid when the offsets differ by much more than the coupling. It is assumed here.

```lean
/-- The Hamiltonian `W Iz + W' Sz + 2πJ IzSz` of two weakly coupled spins. -/
def hamiltonian (W W' J : ℝ) : TwoSpin :=
  ((W : ℂ) • Iz + (W' : ℂ) • Sz) + (2 * π * J : ℂ) • (Iz * Sz)
```

The pulse is evolution under $I_x+S_x$ through the angle $\pi/2$. It acts equally on both spins, and shifts and coupling are neglected while it lasts.

```lean
/-- A 90° pulse about `x` on both spins. -/
def pulse : TwoSpin →ₗ[ℂ] TwoSpin := evolve (Ix + Sx) (π / 2)
```

From $[I_x,I_y]=iI_z$ and $[I_x,I_z]=-iI_y$, the rotation rule at $\pi/2$ gives

$$I_x\to I_x,\qquad I_y\to I_z,\qquad I_z\to -I_y,$$

and the same for $S$. In the proof, `key` is the quarter turn and `fix` handles operators that commute with the pulse. The remaining goals are commutators, reduced to those of a single spin.

```lean
/-- The 90° pulse keeps `x`, turns `y` into `z` and `z` into `-y`, for each spin. -/
theorem pulse_spin : (pulse Ix = Ix ∧ pulse Iy = Iz ∧ pulse Iz = -Iy) ∧
    (pulse Sx = Sx ∧ pulse Sy = Sz ∧ pulse Sz = -Sy) := by
  have key : ∀ A B, (Ix + Sx) * A - A * (Ix + Sx) = (I * 1) • B →
      (Ix + Sx) * B - B * (Ix + Sx) = (-(I * 1)) • A → pulse A = B := by
    intro A B h1 h2
    rw [pulse, rotation 1 (π / 2) h1 h2]
    simp
  have fix : ∀ A, (Ix + Sx) * A - A * (Ix + Sx) = 0 → pulse A = A := by
    intro A h
    rw [pulse, rotation (B := 0) 0 (π / 2) (by simp [h]) (by simp)]
    simp
  -- one-spin commutators with `sx`
  have xy : sx * sy = sy * sx + I • sz := by
    ext i j
    fin_cases i <;> fin_cases j <;>
      simp [sx, sy, sz, Matrix.mul_apply, Fin.sum_univ_succ] <;> grind [Complex.I_mul_I]
  have xz : sx * sz = sz * sx + (-I) • sy := by
    rw [sub_eq_iff_eq_add'.mp rotation_witness.1]
    module
  refine ⟨⟨fix _ ?_, key _ _ ?_ ?_, key _ _ ?_ ?_⟩, ⟨fix _ ?_, key _ _ ?_ ?_, key _ _ ?_ ?_⟩⟩
  all_goals
    simp only [Ix, Iy, Iz, Sx, Sy, Sz, add_mul, mul_add, mul_neg, neg_mul,
      ← Matrix.mul_kronecker_mul, one_mul, mul_one, xy, xz, Matrix.add_kronecker,
      Matrix.kronecker_add, Matrix.smul_kronecker, Matrix.kronecker_smul]
    module
```

## Coupling first, then chemical shift

The shift terms commute with $I_zS_z$, so the two parts can act in turn. For the coupling, $S_z^2=\tfrac14$ gives

$$[2\pi J I_zS_z,\,I_y]=i\pi J(-2I_xS_z),\qquad [2\pi J I_zS_z,\,-2I_xS_z]=-i\pi J\,I_y.$$

Write $c_W,s_W$ for the cosine and sine of $Wt$, and $c_J,s_J$ for those of $\pi Jt$. Then $I_y\to c_JI_y-s_J\,2I_xS_z$. The shift next takes $I_y\to c_WI_y-s_WI_x$ and $I_xS_z\to c_WI_xS_z+s_WI_yS_z$. The offset $W'$ disappears because $S_z$ commutes with all these terms.

The proof calls the rotation rule three times: `hJ` for the coupling, `h1` and `h2` for the shift.

```lean
/-- Free evolution of `Iy` under chemical shift and coupling. -/
theorem free_evolution (W W' J t : ℝ) : evolve (hamiltonian W W' J) t Iy =
    cos (π * J * t) • (cos (W * t) • Iy - sin (W * t) • Ix) -
      (2 * sin (π * J * t)) • (cos (W * t) • (Ix * Sz) + sin (W * t) • (Iy * Sz)) := by
  have zx := sub_eq_iff_eq_add'.mp rotation_witness.1
  have zy := sub_eq_iff_eq_add'.mp rotation_witness.2
  have zz : sz * sz = (1 / 4 : ℂ) • (1 : Matrix (Fin 2) (Fin 2) ℂ) := by
    ext i j
    fin_cases i <;> fin_cases j <;>
      simp [sz, Matrix.mul_apply, Fin.sum_univ_succ] <;> grind
  have hc : Commute ((W : ℂ) • Iz + (W' : ℂ) • Sz) ((2 * π * J : ℂ) • (Iz * Sz)) := by
    change _ * _ = _ * _
    simp only [Iz, Sz, add_mul, mul_add, smul_mul_assoc, mul_smul_comm,
      ← Matrix.mul_kronecker_mul, one_mul, mul_one]
    module
  -- the coupling, then the shift acting on in-phase and antiphase terms
  have hJ := rotation (H := (2 * π * J : ℂ) • (Iz * Sz)) (A := Iy)
    (B := -((2 : ℂ) • (Ix * Sz))) (π * J) t ?_ ?_
  have h1 := rotation (H := (W : ℂ) • Iz + (W' : ℂ) • Sz) (A := Iy) (B := -Ix) W t ?_ ?_
  have h2 := rotation (H := (W : ℂ) • Iz + (W' : ℂ) • Sz) (A := Ix * Sz) (B := Iy * Sz) W t ?_ ?_
  · rw [hamiltonian, evolve_add_of_commute hc, hJ]
    simp only [map_add, map_neg, map_smul, h1, h2]
    module
  all_goals
    simp only [Ix, Iy, Iz, Sz, add_mul, mul_add, mul_neg, neg_mul, smul_mul_assoc,
      mul_smul_comm, ← Matrix.mul_kronecker_mul, one_mul, mul_one, zx, zy, zz,
      Matrix.add_kronecker, Matrix.smul_kronecker, Matrix.kronecker_smul]
    module
```

## Selecting double-quantum elements

The total magnetic quantum number is 1 for αα, 0 for αβ and βα, and −1 for ββ.

```lean
/-- Total magnetic quantum number of a product state (0 stands for α, 1 for β). -/
def magnetic (p : Fin 2 × Fin 2) : ℤ := 1 - (p.1.val : ℤ) - (p.2.val : ℤ)
```

The filter keeps matrix elements between states that differ by two in this number, of either sign. It is an ideal projection, standing for the coherence selection that an experiment can obtain by phase cycling. Selection by pulsed field gradients commonly keeps only one of the two signs, and is then a different filter.

```lean
/-- The double-quantum filter keeps the matrix elements between states whose total magnetic
quantum numbers differ by two. -/
def dqFilter (ρ : TwoSpin) : TwoSpin :=
  Matrix.of fun i j => if |magnetic i - magnetic j| = 2 then ρ i j else 0
```

With $I_\pm=I_x\pm iI_y$ and $S_\pm=S_x\pm iS_y$,

$$2I_xS_y=\tfrac1{2i}\left(I_+S_+-I_-S_--I_+S_-+I_-S_+\right).$$

The first two terms are double-quantum and equal $\tfrac12(2I_xS_y+2I_yS_x)$; the others are zero-quantum and are removed. $I_z$ connects no states of different quantum number, and $I_x$ and $2I_zS_y$ change it by one, so they vanish too. The formal proof compares all sixteen matrix elements.

```lean
/-- Of the terms `Iz`, `2IxSy`, `Ix`, `2IzSy`, only `2IxSy` passes the double-quantum filter,
as `(1/2)(2IxSy + 2IySx)`. -/
theorem dqFilter_terms (a b c d : ℂ) :
    dqFilter (a • Iz + b • ((2 : ℂ) • (Ix * Sy)) + c • Ix + d • ((2 : ℂ) • (Iz * Sy))) =
      (b / 2) • ((2 : ℂ) • (Ix * Sy) + (2 : ℂ) • (Iy * Sx)) := by
  simp only [Ix, Iy, Iz, Sx, Sy, ← Matrix.mul_kronecker_mul, one_mul, mul_one]
  ext ⟨i, j⟩ ⟨k, l⟩
  fin_cases i <;> fin_cases j <;> fin_cases k <;> fin_cases l <;>
    simp [dqFilter, magnetic, sx, sy, sz, Matrix.kroneckerMap_apply] <;> grind
```

## The state after the second pulse

The first pulse gives $-I_y$, which evolves freely into

$$-c_Wc_JI_y+s_Wc_JI_x+c_Ws_J\,2I_xS_z+s_Ws_J\,2I_yS_z.$$

The second pulse acts factor by factor, with $I_y\to I_z$ and $S_z\to -S_y$:

$$-c_Wc_JI_z-c_Ws_J\,2I_xS_y+s_Wc_JI_x-s_Ws_J\,2I_zS_y.$$

```lean
/-- The state reached from `Iz` after 90°x, free evolution for a time `t`, and 90°x. -/
theorem after_second_pulse (W W' J t : ℝ) :
    pulse (evolve (hamiltonian W W' J) t (pulse Iz)) =
      (-(cos (W * t) * cos (π * J * t))) • Iz +
      (-(cos (W * t) * sin (π * J * t))) • ((2 : ℂ) • (Ix * Sy)) +
      (sin (W * t) * cos (π * J * t)) • Ix +
      (-(sin (W * t) * sin (π * J * t))) • ((2 : ℂ) • (Iz * Sy)) := by
  obtain ⟨⟨hx, hy, hz⟩, -, -, kz⟩ := pulse_spin
  have hm : ∀ A B, pulse (A * B) = pulse A * pulse B := evolve_mul _ _
  rw [hz, map_neg, free_evolution]
  simp only [map_neg, map_sub, map_add, map_smul, hm, hx, hy, kz, mul_neg]
  module
```

## Antiphase magnetization on both spins

The filter leaves $-\tfrac12c_Ws_J(2I_xS_y+2I_yS_x)$. The last pulse turns each $y$ into $z$:

$$-\tfrac12\,c_Ws_J\,(2I_xS_z+2I_zS_x).$$

For two weakly coupled spins without relaxation, this is the algebra of double-quantum filtered correlation spectroscopy: the two terms lead to the diagonal and cross peaks, and the result vanishes when $J=0$. Only magnetization that starts as $I_z$ is followed; an initial $S_z$ would add its own contribution. Detection is not modelled.

```lean
/-- Double-quantum filtered state: from `Iz`, the sequence 90°x, `t`, 90°x, filter, 90°x gives
`-(1/2) cos(Wt) sin(πJt) (2IxSz + 2IzSx)`. -/
theorem double_quantum_filtered (W W' J t : ℝ) :
    pulse (dqFilter (pulse (evolve (hamiltonian W W' J) t (pulse Iz)))) =
      (-(1 / 2) * cos (W * t) * sin (π * J * t)) •
        ((2 : ℂ) • (Ix * Sz) + (2 : ℂ) • (Iz * Sx)) := by
  obtain ⟨⟨hx, hy, -⟩, kx, ky, -⟩ := pulse_spin
  have hm : ∀ A B, pulse (A * B) = pulse A * pulse B := evolve_mul _ _
  rw [after_second_pulse, dqFilter_terms]
  simp only [map_add, map_smul, hm, hx, hy, kx, ky]
  module

end

end DoubleQuantumFilter
```

```lean
#print axioms DoubleQuantumFilter.double_quantum_filtered
-- 'DoubleQuantumFilter.double_quantum_filtered' depends on axioms: [propext, Classical.choice, Quot.sound]
```
